# For an exchange-correlation energy per particle \(e\) even in the polarisation \(z\), the like-spin minus the unlike-spin ALSDA kernel of the unpolarised gas is \(2e_{zz}/n_0\)

Q: You replace the adiabatic kernel by second derivatives of a function of two real numbers. A kernel depends on two positions and two times. Where did they go?

A: In the adiabatic local spin-density approximation (ALSDA) the kernel is local in space and time:
\[
f_{\sigma\sigma'}(\mathbf r t,\mathbf r' t')=\delta(\mathbf r-\mathbf r')\,\delta(t-t')\,\frac{\partial^2 W}{\partial n_\sigma\,\partial n_{\sigma'}} .
\]
Here \(W(a,b)\) is the exchange-correlation energy per volume at spin-up density \(a\) and spin-down density \(b\). The file treats the coefficient of the delta functions and takes the formula above as its starting point. Partial derivatives are one-variable derivatives with the other variable held fixed.

```lean
import Mathlib

open Filter Topology

namespace TripletALSDAKernel

noncomputable section

/-- Partial derivative with respect to the first variable. -/
def D₁ (F : ℝ × ℝ → ℝ) (x : ℝ × ℝ) : ℝ := deriv (fun s => F (s, x.2)) x.1

/-- Partial derivative with respect to the second variable. -/
def D₂ (F : ℝ × ℝ → ℝ) (x : ℝ × ℝ) : ℝ := deriv (fun s => F (x.1, s)) x.2
```

Q: And how does \(W\) know about the electron gas?

A: Through the exchange-correlation energy per particle \(e(n,z)\), with density \(n=a+b\) and polarisation \(z=(a-b)/n\), so that \(W=n\,e(n,z)\). Subscripts on \(e\) and \(W\) denote partial derivatives. The claim is that at \(a=b=n_0/2\), with \(n_0>0\),
\[
W_{aa}-W_{ab}=\frac{2\,e_{zz}(n_0,0)}{n_0}.
\]
The left side is the triplet combination, and \(e_{zz}(n_0,0)\) is what this text calls the spin stiffness: the curvature of the exchange-correlation energy per particle against polarisation, without the kinetic part.

```lean
/-- Energy per volume as a function of the spin densities `(a, b)`, where `e (n, z)` is the
energy per particle at density `n` and polarisation `z`. -/
def spinEnergy (e : ℝ × ℝ → ℝ) (x : ℝ × ℝ) : ℝ :=
  (x.1 + x.2) * e (x.1 + x.2, (x.1 - x.2) / (x.1 + x.2))
```

Q: Show me the first derivative before any second one.

A: Raising \(a\) at fixed \(b\) gives \(\partial n/\partial a=1\) and \(\partial z/\partial a=2b/n^2=(1-z)/n\). Hence
\[
W_a=e+n\Big(e_n+\frac{1-z}{n}\,e_z\Big)=e+n\,e_n+(1-z)\,e_z .
\]
This is the spin-up potential, written in the variables \((n,z)\).

```lean
/-- The spin-up potential `e + n e_n + (1 - z) e_z` in the variables `(n, z)`. -/
def upPotential (e : ℝ × ℝ → ℝ) (x : ℝ × ℝ) : ℝ :=
  e x + x.1 * D₁ e x + (1 - x.2) * D₂ e x
```

Q: The chain rule needs more than the existence of partial derivatives. Where does that enter?

A: In the assumption that \(e\) is twice continuously differentiable at \((n_0,0)\). The first lemma identifies the partials with components of the total derivative. The second concludes that \(e\), \(e_n\) and \(e_z\) are all differentiable at the point. The third is the chain rule along a path \((u(t),v(t))\), where \(t\) is from here on a path parameter and not the time: the rate of change of \(F\) is \(u'F_n+v'F_z\).

```lean
/-- The partial derivatives of a differentiable function are the components of its
total derivative. -/
theorem partials_eq_fderiv {F : ℝ × ℝ → ℝ} {n z : ℝ} (hF : DifferentiableAt ℝ F (n, z)) :
    D₁ F (n, z) = fderiv ℝ F (n, z) (1, 0) ∧ D₂ F (n, z) = fderiv ℝ F (n, z) (0, 1) := by
  have h1 := hF.hasFDerivAt.comp_hasDerivAt n
    ((hasDerivAt_id' n).prodMk (hasDerivAt_const n z))
  have h2 := hF.hasFDerivAt.comp_hasDerivAt z
    ((hasDerivAt_const z n).prodMk (hasDerivAt_id' z))
  exact ⟨h1.deriv, h2.deriv⟩

/-- A twice continuously differentiable energy is differentiable, and so are its first
partial derivatives. -/
theorem differentiableAt_partials {e : ℝ × ℝ → ℝ} {x : ℝ × ℝ} (hC : ContDiffAt ℝ 2 e x) :
    DifferentiableAt ℝ e x ∧ DifferentiableAt ℝ (D₁ e) x ∧ DifferentiableAt ℝ (D₂ e) x := by
  have hD : ∀ᶠ y in 𝓝 x, DifferentiableAt ℝ e y :=
    (hC.eventually (by simp)).mono fun y hy => hy.differentiableAt (by norm_num)
  have hF : DifferentiableAt ℝ (fderiv ℝ e) x :=
    (hC.fderiv_right (m := 1) one_add_one_eq_two.le).differentiableAt (by norm_num)
  exact ⟨hD.self_of_nhds,
    (hF.clm_apply (differentiableAt_const ((1, 0) : ℝ × ℝ))).congr_of_eventuallyEq
      (hD.mono fun y hy => (partials_eq_fderiv hy).1),
    (hF.clm_apply (differentiableAt_const ((0, 1) : ℝ × ℝ))).congr_of_eventuallyEq
      (hD.mono fun y hy => (partials_eq_fderiv hy).2)⟩

/-- Chain rule along a path `(u, v)` in the plane of density and polarisation. -/
theorem hasDerivAt_path {F : ℝ × ℝ → ℝ} {u v : ℝ → ℝ} {u' v' t n z : ℝ}
    (hF : DifferentiableAt ℝ F (n, z)) (hu : HasDerivAt u u' t) (hv : HasDerivAt v v' t)
    (hn : u t = n) (hz : v t = z) :
    HasDerivAt (fun s => F (u s, v s)) (u' * D₁ F (n, z) + v' * D₂ F (n, z)) t := by
  subst hn hz
  have h := hF.hasFDerivAt.comp_hasDerivAt t (hu.prodMk hv)
  have e1 : ((u', v') : ℝ × ℝ) = u' • ((1 : ℝ), (0 : ℝ)) + v' • ((0 : ℝ), (1 : ℝ)) := by simp
  rw [e1, map_add, map_smul, map_smul] at h
  rw [(partials_eq_fderiv hF).1, (partials_eq_fderiv hF).2]
  exact h
```

Q: What does evenness in \(z\) buy you?

A: It expresses the symmetry between up and down spins in the absence of a magnetic field, and it makes three derivatives vanish at the unpolarised point. For each \(n\) near \(n_0\), the function \(z\mapsto e(n,z)\) is even near zero, so \(e_z(n,0)=0\). Differentiating that identity in \(n\) gives zero for the mixed derivative taken first in \(z\), then in \(n\). In the other order, \(e_n(n_0,z)\) is itself even in \(z\), so its slope at \(z=0\) vanishes. The local statement `key` in the proof says that `deriv` of an even function is zero at the origin: if the function is differentiable there, its slope is zero, and if not, Lean's `deriv` is zero by convention.

```lean
/-- For an energy even in the polarisation near the unpolarised point, the `deriv` values for `e_z`
and both mixed second derivatives (zero by convention where no derivative exists) vanish at the
unpolarised point. -/
theorem even_partials {e : ℝ × ℝ → ℝ} {n₀ : ℝ}
    (hev : ∀ᶠ x in 𝓝 (n₀, (0 : ℝ)), e (x.1, -x.2) = e x) :
    D₂ e (n₀, 0) = 0 ∧ D₂ (D₁ e) (n₀, 0) = 0 ∧ D₁ (D₂ e) (n₀, 0) = 0 := by
  -- for an even function of one variable, the value of `deriv` at the origin is zero
  have key : ∀ f : ℝ → ℝ, (∀ᶠ z in 𝓝 (0 : ℝ), f (-z) = f z) → deriv f 0 = 0 := by
    intro f hf
    have h : deriv (fun z => f (-z)) 0 = deriv f 0 := Filter.EventuallyEq.deriv_eq hf
    rw [deriv_comp_neg, neg_zero] at h
    linarith
  have hev2 := hev.eventually_nhds
  have hq : ∀ᶠ n in 𝓝 n₀, D₂ e (n, 0) = 0 := by
    have l : Tendsto (fun n : ℝ => (n, (0 : ℝ))) (𝓝 n₀) (𝓝 (n₀, 0)) :=
      Continuous.tendsto' (by fun_prop) _ _ rfl
    filter_upwards [l.eventually hev2] with n hn
    have l' : Tendsto (fun z : ℝ => (n, z)) (𝓝 0) (𝓝 (n, 0)) :=
      Continuous.tendsto' (by fun_prop) _ _ rfl
    exact key (fun z => e (n, z)) (l'.eventually hn)
  have hp : ∀ᶠ z in 𝓝 (0 : ℝ), D₁ e (n₀, -z) = D₁ e (n₀, z) := by
    have l : Tendsto (fun z : ℝ => (n₀, z)) (𝓝 0) (𝓝 (n₀, 0)) :=
      Continuous.tendsto' (by fun_prop) _ _ rfl
    filter_upwards [l.eventually hev2] with z hz
    have l' : Tendsto (fun s : ℝ => (s, z)) (𝓝 n₀) (𝓝 (n₀, z)) :=
      Continuous.tendsto' (by fun_prop) _ _ rfl
    show deriv (fun s => e (s, -z)) n₀ = deriv (fun s => e (s, z)) n₀
    exact Filter.EventuallyEq.deriv_eq (l'.eventually hz)
  have hqn : deriv (fun s => D₂ e (s, 0)) n₀ = deriv (fun _ : ℝ => (0 : ℝ)) n₀ :=
    Filter.EventuallyEq.deriv_eq hq
  exact ⟨hq.self_of_nhds, key (fun z => D₁ e (n₀, z)) hp, hqn.trans (deriv_const _ _)⟩
```

Q: Is the symmetry really needed, or is it decoration?

A: Take \(e(n,z)=nz\), which is smooth but not even, and so not a physical exchange-correlation energy. Then \(W=(a+b)(a-b)=a^2-b^2\), so \(W_{aa}-W_{ab}=2\), while \(e_{zz}=0\). The relation fails because the mixed derivative \(e_{nz}=1\) survives.

Q: Now the second derivatives.

A: First the potential formula is proved wherever \(a+b\neq0\) and \(e\) is differentiable, by the product, quotient and chain rules.

```lean
/-- The derivative of the energy per volume with respect to the spin-up density is
`e + n e_n + (1 - z) e_z`. -/
theorem spinEnergy_deriv_up {e : ℝ × ℝ → ℝ} {a b : ℝ} (hn : a + b ≠ 0)
    (he : DifferentiableAt ℝ e (a + b, (a - b) / (a + b))) :
    D₁ (spinEnergy e) (a, b) = upPotential e (a + b, (a - b) / (a + b)) := by
  have hu : HasDerivAt (fun s => s + b) 1 a := (hasDerivAt_id' a).add_const b
  have hv : HasDerivAt (fun s => (s - b) / (s + b)) (2 * b / (a + b) ^ 2) a :=
    (((hasDerivAt_id' a).sub_const b).fun_div hu hn).congr_deriv (by ring)
  have h := hu.fun_mul (hasDerivAt_path he hu hv rfl rfl)
  have k : (a + b) * (2 * b / (a + b) ^ 2) = 1 - (a - b) / (a + b) := by
    field_simp
    ring
  refine h.deriv.trans ?_
  simp only [upPotential]
  linear_combination D₂ e (a + b, (a - b) / (a + b)) * k
```

Then let \(n\) grow at unit rate and \(z\) at rate \(c\) through the unpolarised point. The three terms of the potential change at the rates
\[
\begin{aligned}
\frac{d}{dt}e&=e_n+c\,e_z,\\
\frac{d}{dt}(n e_n)&=e_n+n_0\,(e_{nn}+c\,e_{nz}),\\
\frac{d}{dt}\big[(1-z)e_z\big]&=-c\,e_z+e_{zn}+c\,e_{zz}.
\end{aligned}
\]
With \(e_z=e_{nz}=e_{zn}=0\), the sum is \(2e_n+n_0e_{nn}+c\,e_{zz}\). The next lemma carries out this computation.

```lean
/-- Rate of change of the spin-up potential at the unpolarised point when the density grows
at unit rate and the polarisation at rate `c`. -/
theorem hasDerivAt_upPotential {e : ℝ × ℝ → ℝ} {n₀ c t : ℝ} {u v : ℝ → ℝ}
    (hC : ContDiffAt ℝ 2 e (n₀, 0)) (hev : ∀ᶠ x in 𝓝 (n₀, (0 : ℝ)), e (x.1, -x.2) = e x)
    (hu : HasDerivAt u 1 t) (hv : HasDerivAt v c t) (hut : u t = n₀) (hvt : v t = 0) :
    HasDerivAt (fun s => upPotential e (u s, v s))
      (2 * D₁ e (n₀, 0) + n₀ * D₁ (D₁ e) (n₀, 0) + c * D₂ (D₂ e) (n₀, 0)) t := by
  obtain ⟨he, hP, hQ⟩ := differentiableAt_partials hC
  obtain ⟨q0, pz, qn⟩ := even_partials hev
  have h := ((hasDerivAt_path he hu hv hut hvt).fun_add
    (hu.fun_mul (hasDerivAt_path hP hu hv hut hvt))).fun_add
    ((hv.const_sub 1).fun_mul (hasDerivAt_path hQ hu hv hut hvt))
  refine h.congr_deriv ?_
  simp only [hut, hvt, q0, pz, qn]
  ring
```

Q: Which \(c\) belongs to which kernel?

A: Adding spin-up density raises \(z\) at rate \(1/n_0\), and adding spin-down density lowers it at the same rate. Therefore
\[
W_{aa}=2e_n+n_0e_{nn}+\frac{e_{zz}}{n_0},\qquad
W_{ab}=2e_n+n_0e_{nn}-\frac{e_{zz}}{n_0},
\]
with all derivatives of \(e\) taken at \((n_0,0)\). In the proof, `hE` says that the potential formula holds throughout a neighbourhood of \((n_0/2,n_0/2)\), which is what permits differentiating it again. The rates are `hv1` and `hv2`.

```lean
/-- The like-spin and unlike-spin adiabatic kernels of the unpolarised gas, in terms of
`e_n`, `e_nn` and the spin stiffness `e_zz`. -/
theorem spin_kernels {e : ℝ × ℝ → ℝ} {n₀ : ℝ} (hn : 0 < n₀)
    (hC : ContDiffAt ℝ 2 e (n₀, 0)) (hev : ∀ᶠ x in 𝓝 (n₀, (0 : ℝ)), e (x.1, -x.2) = e x) :
    D₁ (D₁ (spinEnergy e)) (n₀ / 2, n₀ / 2) =
      2 * D₁ e (n₀, 0) + n₀ * D₁ (D₁ e) (n₀, 0) + D₂ (D₂ e) (n₀, 0) / n₀ ∧
    D₂ (D₁ (spinEnergy e)) (n₀ / 2, n₀ / 2) =
      2 * D₁ e (n₀, 0) + n₀ * D₁ (D₁ e) (n₀, 0) - D₂ (D₂ e) (n₀, 0) / n₀ := by
  have h0 : n₀ ≠ 0 := hn.ne'
  have hs : n₀ / 2 + n₀ / 2 ≠ 0 := by rwa [add_halves]
  -- the formula for the potential holds at all nearby spin densities
  have hc : ContinuousAt (fun x : ℝ × ℝ => (x.1 + x.2, (x.1 - x.2) / (x.1 + x.2)))
      (n₀ / 2, n₀ / 2) :=
    ContinuousAt.prodMk (by fun_prop) (ContinuousAt.div (by fun_prop) (by fun_prop) hs)
  have hval : (n₀ / 2 + n₀ / 2, (n₀ / 2 - n₀ / 2) / (n₀ / 2 + n₀ / 2)) = (n₀, (0 : ℝ)) := by
    simp
  have hD : ∀ᶠ y in 𝓝 (n₀ / 2 + n₀ / 2, (n₀ / 2 - n₀ / 2) / (n₀ / 2 + n₀ / 2)),
      DifferentiableAt ℝ e y := by
    rw [hval]
    exact (hC.eventually (by simp)).mono fun y hy => hy.differentiableAt (by norm_num)
  have hne : ∀ᶠ x : ℝ × ℝ in 𝓝 (n₀ / 2, n₀ / 2), x.1 + x.2 ≠ 0 :=
    ContinuousAt.eventually_ne (by fun_prop) hs
  have hE : ∀ᶠ x : ℝ × ℝ in 𝓝 (n₀ / 2, n₀ / 2), D₁ (spinEnergy e) x =
      upPotential e (x.1 + x.2, (x.1 - x.2) / (x.1 + x.2)) := by
    filter_upwards [hc.tendsto.eventually hD, hne] with x h1 h2
    exact spinEnergy_deriv_up (a := x.1) (b := x.2) h2 h1
  have l1 : Tendsto (fun s : ℝ => (s, n₀ / 2)) (𝓝 (n₀ / 2)) (𝓝 (n₀ / 2, n₀ / 2)) :=
    Continuous.tendsto' (by fun_prop) _ _ rfl
  have l2 : Tendsto (fun s : ℝ => (n₀ / 2, s)) (𝓝 (n₀ / 2)) (𝓝 (n₀ / 2, n₀ / 2)) :=
    Continuous.tendsto' (by fun_prop) _ _ rfl
  -- adding spin-up density raises the polarisation, adding spin-down density lowers it
  have hu1 := (hasDerivAt_id' (n₀ / 2)).add_const (n₀ / 2)
  have hu2 := (hasDerivAt_id' (n₀ / 2)).const_add (n₀ / 2)
  have hv1 : HasDerivAt (fun s => (s - n₀ / 2) / (s + n₀ / 2)) (1 / n₀) (n₀ / 2) :=
    (((hasDerivAt_id' (n₀ / 2)).sub_const (n₀ / 2)).fun_div hu1 hs).congr_deriv (by
      simp only [add_halves, sub_self]
      field_simp
      ring)
  have hv2 : HasDerivAt (fun s => (n₀ / 2 - s) / (n₀ / 2 + s)) (-(1 / n₀)) (n₀ / 2) :=
    (((hasDerivAt_id' (n₀ / 2)).const_sub (n₀ / 2)).fun_div hu2 hs).congr_deriv (by
      simp only [add_halves, sub_self]
      field_simp
      ring)
  have k1 := hasDerivAt_upPotential hC hev hu1 hv1 (add_halves n₀) (by simp)
  have k2 := hasDerivAt_upPotential hC hev hu2 hv2 (add_halves n₀) (by simp)
  exact ⟨(k1.congr_of_eventuallyEq (l1.eventually hE)).deriv.trans (by ring),
    (k2.congr_of_eventuallyEq (l2.eventually hE)).deriv.trans (by ring)⟩
```

Q: Lean's `deriv` returns zero where no derivative exists. Could the equality be an accident of that?

A: No. The first and second derivatives of `spinEnergy e` are obtained from `HasDerivAt` statements, which contain differentiability, and only then converted to values of `deriv`. The lemma `even_partials` works with `deriv` values alone, but in the theorem `hC` guarantees that the derivatives of `e` it mentions exist.

Q: Then read me the final statement in words.

A: Let `e` be a real function of a pair, and let `n₀` be positive (`hn`). Suppose `e` is twice continuously differentiable at `(n₀, 0)` (`hC`) and `e (x.1, -x.2) = e x` for all pairs near that point (`hev`). Then the derivative of `D₁ (spinEnergy e)` in the first spin density, minus its derivative in the second, both taken at `(n₀ / 2, n₀ / 2)`, equals `2 * D₂ (D₂ e) (n₀, 0) / n₀`. The proof subtracts the two kernels.

```lean
/-- The like-spin minus the unlike-spin adiabatic kernel of the unpolarised gas equals twice
the spin stiffness divided by the density. -/
theorem triplet_kernel_eq_spin_stiffness {e : ℝ × ℝ → ℝ} {n₀ : ℝ} (hn : 0 < n₀)
    (hC : ContDiffAt ℝ 2 e (n₀, 0)) (hev : ∀ᶠ x in 𝓝 (n₀, (0 : ℝ)), e (x.1, -x.2) = e x) :
    D₁ (D₁ (spinEnergy e)) (n₀ / 2, n₀ / 2) - D₂ (D₁ (spinEnergy e)) (n₀ / 2, n₀ / 2) =
      2 * D₂ (D₂ e) (n₀, 0) / n₀ := by
  obtain ⟨h1, h2⟩ := spin_kernels hn hC hev
  rw [h1, h2]
  ring
```

Adding them cancels the stiffness and leaves the singlet combination, \(2(2e_n+n_0e_{nn})\).

```lean
/-- The sum of the like-spin and unlike-spin kernels of the unpolarised gas equals
`2 (2 e_n + n e_nn)`. -/
theorem singlet_kernel {e : ℝ × ℝ → ℝ} {n₀ : ℝ} (hn : 0 < n₀)
    (hC : ContDiffAt ℝ 2 e (n₀, 0)) (hev : ∀ᶠ x in 𝓝 (n₀, (0 : ℝ)), e (x.1, -x.2) = e x) :
    D₁ (D₁ (spinEnergy e)) (n₀ / 2, n₀ / 2) + D₂ (D₁ (spinEnergy e)) (n₀ / 2, n₀ / 2) =
      2 * (2 * D₁ e (n₀, 0) + n₀ * D₁ (D₁ e) (n₀, 0)) := by
  obtain ⟨h1, h2⟩ := spin_kernels hn hC hev
  rw [h1, h2]
  ring
```

Q: Does any physical energy satisfy these hypotheses?

A: Local exchange does:
\[
e(n,z)=-\frac c2\,n^{1/3}\big[(1+z)^{4/3}+(1-z)^{4/3}\big].
\]
The symbol \(c\) is now the exchange prefactor, which sets the strength of Coulomb exchange; for the three-dimensional electron gas in Hartree atomic units it is \(\tfrac34(3/\pi)^{1/3}\). The theorem allows any real value.

```lean
/-- Local exchange energy per particle with prefactor `c`, at density `n` and
polarisation `z`. -/
def exchange (c : ℝ) (x : ℝ × ℝ) : ℝ :=
  -(c / 2) * x.1 ^ (1 / 3 : ℝ) * ((1 + x.2) ^ (4 / 3 : ℝ) + (1 - x.2) ^ (4 / 3 : ℝ))
```

Differentiating twice in \(z\), each bracketed power contributes \(\tfrac43\cdot\tfrac13=\tfrac49\) at \(z=0\), so \(e_{zz}(n_0,0)=-\tfrac49\,c\,n_0^{1/3}\). Multiplying by \(2/n_0\) gives the triplet combination \(-\tfrac89\,c\,n_0^{1/3}/n_0\). In the proof, `d1` and `d2` are the two differentiations; `hC` and `hev` verify smoothness and evenness.

```lean
/-- For local exchange the like-spin minus the unlike-spin kernel of the unpolarised gas is
`-(8/9) c n^(1/3) / n`. -/
theorem exchange_triplet_kernel (c : ℝ) {n₀ : ℝ} (hn : 0 < n₀) :
    D₁ (D₁ (spinEnergy (exchange c))) (n₀ / 2, n₀ / 2) -
      D₂ (D₁ (spinEnergy (exchange c))) (n₀ / 2, n₀ / 2) =
      -(8 / 9) * c * n₀ ^ (1 / 3 : ℝ) / n₀ := by
  have c1 : ContDiffAt ℝ 2 (fun x : ℝ × ℝ => x.1 ^ (1 / 3 : ℝ)) (n₀, 0) :=
    ContDiffAt.rpow_const_of_ne (by fun_prop) hn.ne'
  have c2 : ContDiffAt ℝ 2 (fun x : ℝ × ℝ => (1 + x.2) ^ (4 / 3 : ℝ)) (n₀, 0) :=
    ContDiffAt.rpow_const_of_ne (by fun_prop) (by simp)
  have c3 : ContDiffAt ℝ 2 (fun x : ℝ × ℝ => (1 - x.2) ^ (4 / 3 : ℝ)) (n₀, 0) :=
    ContDiffAt.rpow_const_of_ne (by fun_prop) (by simp)
  have hC : ContDiffAt ℝ 2 (exchange c) (n₀, 0) :=
    (contDiffAt_const.mul c1).mul (c2.add c3)
  have hev : ∀ᶠ x in 𝓝 (n₀, (0 : ℝ)), exchange c (x.1, -x.2) = exchange c x := by
    refine Eventually.of_forall fun x => ?_
    simp only [exchange, sub_neg_eq_add, ← sub_eq_add_neg]
    ring
  -- the spin stiffness of local exchange, by differentiating twice in the polarisation
  have d1 : ∀ z : ℝ, deriv (fun y => exchange c (n₀, y)) z = -(c / 2) * n₀ ^ (1 / 3 : ℝ) *
      (4 / 3 * (1 + z) ^ (1 / 3 : ℝ) - 4 / 3 * (1 - z) ^ (1 / 3 : ℝ)) := by
    intro z
    have ha := ((hasDerivAt_id' z).const_add (1 : ℝ)).rpow_const (p := 4 / 3)
      (Or.inr (by norm_num))
    have hb := ((hasDerivAt_id' z).const_sub (1 : ℝ)).rpow_const (p := 4 / 3)
      (Or.inr (by norm_num))
    refine ((ha.fun_add hb).const_mul (-(c / 2) * n₀ ^ (1 / 3 : ℝ))).deriv.trans ?_
    rw [show (4 / 3 : ℝ) - 1 = 1 / 3 by norm_num]
    ring
  have d2 : D₂ (D₂ (exchange c)) (n₀, 0) = -(4 / 9) * c * n₀ ^ (1 / 3 : ℝ) := by
    have ha := ((hasDerivAt_id' (0 : ℝ)).const_add (1 : ℝ)).rpow_const (p := 1 / 3)
      (Or.inl (by norm_num))
    have hb := ((hasDerivAt_id' (0 : ℝ)).const_sub (1 : ℝ)).rpow_const (p := 1 / 3)
      (Or.inl (by norm_num))
    have h := ((ha.const_mul (4 / 3)).fun_sub (hb.const_mul (4 / 3))).const_mul
      (-(c / 2) * n₀ ^ (1 / 3 : ℝ))
    refine (congrArg (fun f => deriv f 0) (funext d1)).trans (h.deriv.trans ?_)
    simp only [add_zero, sub_zero, Real.one_rpow]
    ring
  rw [triplet_kernel_eq_spin_stiffness hn hC hev, d2]
  ring

end

end TripletALSDAKernel
```

```lean
#print axioms TripletALSDAKernel.singlet_kernel
-- 'TripletALSDAKernel.singlet_kernel' depends on axioms: [propext, Classical.choice, Quot.sound]
#print axioms TripletALSDAKernel.exchange_triplet_kernel
-- 'TripletALSDAKernel.exchange_triplet_kernel' depends on axioms: [propext, Classical.choice, Quot.sound]
```

Q: Where would I meet this in a calculation?

A: In linear-response TDDFT for a closed-shell molecule, the singlet and triplet excitations separate. Within ALSDA, the triplet coupling matrix contains \(W_{aa}-W_{ab}\), evaluated at each grid point with \(n_0\) set to the local density, and the Hartree term cancels. A code with spin-polarised second derivatives can form this combination by subtracting the up-down component from the up-up one at equal spin densities. Comparing the result with \(2e_{zz}/n_0\) tests the implementation. Some conventions put a factor of one half in the definition of the triplet kernel, so check that first.

Q: And what remains outside its reach?

A: Gradient corrections, memory effects and polarised reference states. Nor does the relation say how accurate ALSDA excitation energies are: it fixes the triplet combination once \(e\) is given.
